# On a ring of five or more sites, single-slice moves of a nearest-neighbour world line conserve its winding number

If no update in a world-line Monte Carlo run can change the winding number, the run's average of the squared winding number is just its starting value, even when the ensemble contains paths with other values. Take one particle on a ring with at least five sites, and let it either stay where it is or hop once to a neighbouring site between one time slice and the next. Moves that change its position at one time slice at a time then have this defect. However many of them are made, the path keeps the winding number with which it started.

## Closed paths, steps and winding

Number the sites of the ring by the integers modulo L and the time slices by the integers modulo T, with T ≥ 1. A closed world line assigns a site x(t) to each slice t. Since t is counted modulo T, the slice after the last one is the first, as the trace in the partition function requires.

The step d(t) is the shortest signed displacement from x(t) to x(t+1). A path is allowed if every d(t) is -1, 0 or 1. This condition stands for a short-time propagator in which the particle either stays where it is or hops once to a neighbouring site during a time slice. The step sum and the winding number are

S = Σ_t d(t),  W = S / L.

A single-slice move takes an allowed path x to an allowed path y that agrees with x at every slice except possibly one, called s.

**Claim.** If L ≥ 5, a single-slice move leaves W unchanged, and so does any finite sequence of such moves.

## Why the step sum cannot jump by L

First, W is an integer. Modulo L, the step d(t) equals x(t+1) - x(t), so that

S ≡ Σ_t x(t+1) - Σ_t x(t) ≡ 0 (mod L).

The two sums are equal because t → t+1 only relabels the slices of a closed time direction. Hence L divides S.

Next, compare x with y. The step d(t) depends only on the sites at t and t+1, so changing slice s affects at most the step into it, d(s-1), and the step out of it, d(s). Both paths are allowed, so each of these steps lies between -1 and 1 before and after the move, and changes by at most 2. Therefore

|S(y) - S(x)| ≤ 2 + 2 = 4.

For T = 1 the two steps coincide and the bound still holds.

Both step sums are multiples of L, and so is their difference. A multiple of L ≥ 5 whose absolute value is at most 4 is zero. Thus S(y) = S(x) and W(y) = W(x). Applying this to each move in turn gives the claim for sequences.

A path also needs enough slices to wind at all. Each step has absolute value at most 1, so

L |W| = |S| ≤ Σ_t |d(t)| ≤ T.

If T < L, every allowed path has W = 0. For T = L ≥ 3 the path x(t) = t is allowed. It advances one site per slice and closes with a last step from site L-1 to site 0, so S = L and W = 1. The path at rest has W = 0. For L ≥ 5 single-slice moves cannot lead from one to the other.

## Four sites, and a step that is too long

On four sites the bound of 4 no longer excludes a change by L. Take T = 4 and the path 0, 1, 2, 3. Its steps are 1, 1, 1, 1, so W = 1. Move slice 1 from site 1 to site 3. The new path 0, 3, 2, 3 has steps -1, -1, 1, 1, so W = 0. Sites 0 and 2 are opposite each other, and the particle can pass between them in two hops on either side of the ring. The condition L ≥ 5 therefore cannot be weakened to L ≥ 4.

It is also not enough that only the new path is allowed. For L = 5 and T = 3, the path 0, 2, 4 has steps 2, 2, 1 and W = 1. Moving slice 1 to site 0 gives the allowed path 0, 0, 4, with steps 0, -1, 1 and W = 0.

## A run with eight sites and 32 slices

Suppose a run with L = 8 and T = 32 starts from the path at rest. Each update picks a slice, proposes a neighbouring site for it, rejects the proposal if a step would exceed one site, and otherwise applies a Metropolis test. Every accepted update is a single-slice move, so W stays at 0 and the recorded average of W² is 0 for any length of run. The ensemble, however, contains paths with W from -4 to 4. In this one-particle model with positive weights, the mean square winding number determines, at a given temperature, the curvature of the free energy at zero flux through the ring, so the run would report zero curvature there.

An update that redraws several consecutive slices can change the winding number. If the path goes from site 0 to the opposite site 4 in four steps, redrawing the three slices in between can send it round the other side. The step sum then changes by 8 and W by 1. This block update is worked out by hand here, and the Lean development treats single-slice moves only.

## World lines as maps between cyclic groups

In Lean, L and T are natural numbers, and a world line is a function `x : ZMod T → ZMod L`. Closure in time needs no separate hypothesis, because addition in `ZMod T` is already periodic.

```lean
import Mathlib

open Finset

namespace WorldLineErgodicity

variable {L T : ℕ}
```

The step is an integer, obtained from the displacement on the ring by `valMinAbs`, which selects the representative of smallest absolute value. If L is even, a displacement of half the ring is counted as positive. For L ≥ 3 this convention never affects an allowed path; for L = 2 it counts every hop as +1.

```lean
/-- The step of a world line from time slice `t` to the next one: the shortest signed
displacement on the ring of `L` sites. Imaginary time is periodic with `T` slices. -/
def step (x : ZMod T → ZMod L) (t : ZMod T) : ℤ := (x (t + 1) - x t).valMinAbs
```

The nearest-neighbour condition is a bound on the absolute value of an integer, which leaves exactly -1, 0 and 1.

```lean
/-- A world line is allowed if each of its steps is -1, 0 or 1. -/
def Allowed (x : ZMod T → ZMod L) : Prop := ∀ t, |step x t| ≤ 1
```

A move is a relation between two paths. It contains no probabilities, so the results hold for any acceptance rule whose accepted moves satisfy the relation. The path y may equal x, which represents a rejected proposal.

```lean
/-- A single-slice move: both world lines are allowed, and they agree at all time slices
except possibly one. -/
def SliceMove (x y : ZMod T → ZMod L) : Prop :=
  Allowed x ∧ Allowed y ∧ ∃ s, ∀ t, t ≠ s → y t = x t
```

From here on `[NeZero T]` requires at least one time slice. The winding number is defined by integer division, which would round if the step sum were not a multiple of L.

```lean
variable [NeZero T]

/-- The winding number of a closed world line on a ring of `L ≥ 1` sites: the sum of its
steps divided by `L`. -/
def winding (x : ZMod T → ZMod L) : ℤ := (∑ t, step x t) / (L : ℤ)
```

The model contains a single particle in discrete time. It says nothing about whether single-slice moves connect all the paths that share a winding number.

## Divisibility and the bound on turns

The next theorem is the telescoping argument. Its first line replaces divisibility by the statement that the step sum vanishes in `ZMod L`. There each step becomes the plain difference of positions, and `hshift` says that shifting the time index does not alter the sum over all slices. The path need not be allowed.

```lean
/-- The steps of a closed world line add up to a multiple of the number of sites. -/
theorem dvd_sum_step (x : ZMod T → ZMod L) : (L : ℤ) ∣ ∑ t, step x t := by
  apply (CharP.intCast_eq_zero_iff (ZMod L) L _).1
  -- on the ring the displacements telescope around the closed time direction
  have hshift : ∑ t, x (t + 1) = ∑ t, x t :=
    Equiv.sum_comp (Equiv.addRight (1 : ZMod T)) x
  rw [Int.cast_sum]
  simp only [step, ZMod.coe_valMinAbs]
  rw [Finset.sum_sub_distrib, hshift, sub_self]
```

Consequently the division is exact, and L times the winding number gives back the step sum.

```lean
/-- The division in the winding number is exact: `L` times the winding number is the sum
of the steps. -/
theorem mul_winding (x : ZMod T → ZMod L) : (L : ℤ) * winding x = ∑ t, step x t :=
  Int.mul_ediv_cancel' (dvd_sum_step x)
```

The bound L |W| ≤ T follows the derivation above: the absolute value of the sum is at most the sum of the absolute values, each term is at most 1, and there are T terms.

```lean
/-- An allowed world line needs at least `L` time slices for each turn around the ring. -/
theorem mul_abs_winding_le {x : ZMod T → ZMod L} (hx : Allowed x) :
    (L : ℤ) * |winding x| ≤ T := by
  have h : (L : ℤ) * |winding x| = |∑ t, step x t| := by
    rw [← mul_winding x, abs_mul, Nat.abs_cast]
  rw [h]
  calc |∑ t, step x t| ≤ ∑ t, |step x t| := Finset.abs_sum_le_sum_abs _ _
    _ ≤ ∑ _t : ZMod T, (1 : ℤ) := Finset.sum_le_sum (fun t _ => hx t)
    _ = T := by simp [ZMod.card]
```

## Two affected steps, then none in the sum

The local estimate starts from the slice s supplied by `SliceMove`. The statement `hloc` reduces the sum of step differences over all slices to the sum over the set `{s - 1, s}`, since at every other t both t and t+1 differ from s and the two steps agree. The statement `hcard` says that this set has at most two elements, which includes the case T = 1, where it has one. The final `calc` bounds each difference by 2 and the total by 4.

```lean
/-- A single-slice move changes the sum of the steps by at most 4. -/
theorem abs_sum_step_sub_le {x y : ZMod T → ZMod L} (h : SliceMove x y) :
    |∑ t, step y t - ∑ t, step x t| ≤ 4 := by
  obtain ⟨hx, hy, s, hs⟩ := h
  -- only the steps into and out of the slice `s` are affected
  have hloc : ∑ t ∈ ({s - 1, s} : Finset (ZMod T)), (step y t - step x t)
      = ∑ t, (step y t - step x t) := by
    apply Finset.sum_subset (Finset.subset_univ _)
    intro t _ ht
    simp only [Finset.mem_insert, Finset.mem_singleton, not_or] at ht
    have h1 : t + 1 ≠ s := fun h => ht.1 (eq_sub_of_add_eq h)
    simp only [step, hs t ht.2, hs (t + 1) h1, sub_self]
  have hcard : (({s - 1, s} : Finset (ZMod T)).card : ℤ) ≤ 2 := by
    exact_mod_cast (Finset.card_le_two : ({s - 1, s} : Finset (ZMod T)).card ≤ 2)
  rw [← Finset.sum_sub_distrib, ← hloc]
  calc |∑ t ∈ ({s - 1, s} : Finset (ZMod T)), (step y t - step x t)|
      ≤ ∑ t ∈ ({s - 1, s} : Finset (ZMod T)), |step y t - step x t| :=
        Finset.abs_sum_le_sum_abs _ _
    _ ≤ ∑ _t ∈ ({s - 1, s} : Finset (ZMod T)), (2 : ℤ) := by
        apply Finset.sum_le_sum
        intro t _
        obtain ⟨a1, a2⟩ := abs_le.1 (hx t)
        obtain ⟨b1, b2⟩ := abs_le.1 (hy t)
        exact abs_le.2 ⟨by linarith, by linarith⟩
    _ = (({s - 1, s} : Finset (ZMod T)).card : ℤ) * 2 := by
        rw [Finset.sum_const, nsmul_eq_mul]
    _ ≤ 4 := by linarith
```

Conservation under one move combines this estimate with divisibility. In the proof, `hb` is the bound by 4 and `hd` says that L divides the difference of the step sums. If the difference were not zero, its absolute value would be at least L, hence at least 5, which contradicts `hb`. Equal step sums then give equal winding numbers.

```lean
/-- On a ring of at least five sites, a single-slice move between allowed world lines
leaves the winding number unchanged. -/
theorem winding_eq_of_sliceMove (hL : 5 ≤ L) {x y : ZMod T → ZMod L}
    (h : SliceMove x y) : winding y = winding x := by
  have hb := abs_sum_step_sub_le h
  have hd : (L : ℤ) ∣ ∑ t, step y t - ∑ t, step x t :=
    dvd_sub (dvd_sum_step y) (dvd_sum_step x)
  have hL' : (5 : ℤ) ≤ L := by exact_mod_cast hL
  -- a multiple of `L ≥ 5` of size at most 4 vanishes
  have h0 : ∑ t, step y t - ∑ t, step x t = 0 := by
    by_contra hne
    have hle := Int.le_of_dvd (abs_pos.2 hne) ((dvd_abs _ _).2 hd)
    linarith
  unfold winding
  rw [sub_eq_zero.1 h0]
```

A finite sequence of moves, possibly empty, is expressed by `Relation.ReflTransGen SliceMove x y`. The induction has two cases: with no move there is nothing to show, and a last move preserves the value that the earlier moves have preserved.

```lean
/-- On a ring of at least five sites, no sequence of single-slice moves changes the
winding number. -/
theorem winding_eq_of_reachable (hL : 5 ≤ L) {x y : ZMod T → ZMod L}
    (h : Relation.ReflTransGen SliceMove x y) : winding y = winding x := by
  induction h with
  | refl => rfl
  | tail _ hmove ih => exact (winding_eq_of_sliceMove hL hmove).trans ih
```

## Two allowed paths that no sequence connects

For the failure of ergodicity the number of slices is set equal to L, so the identity function on `ZMod L` is the path that circles the ring once. The theorem states that this path and the path at rest are both allowed, and that no sequence of single-slice moves leads from the first to the second.

The proof computes the steps: `hstep` gives 1 at every slice of the circling path, and `hrest` gives 0 at every slice of the path at rest. If a sequence of moves existed, the previous theorem would make the winding numbers equal. By `mul_winding` the step sums L and 0 would then be equal too, which is impossible for L ≥ 5.

```lean
/-- On a ring of `L ≥ 5` sites with `L` time slices, the world line that advances one site
per slice and the world line at rest are both allowed, but no sequence of single-slice
moves leads from the first to the second. -/
theorem sliceMove_not_ergodic [NeZero L] (hL : 5 ≤ L) :
    Allowed (fun t : ZMod L => t) ∧ Allowed (fun _ : ZMod L => (0 : ZMod L)) ∧
      ¬ Relation.ReflTransGen SliceMove
        (fun t : ZMod L => t) (fun _ : ZMod L => (0 : ZMod L)) := by
  have hone : (1 : ZMod L).valMinAbs = 1 := by
    have h := ZMod.valMinAbs_natCast_of_le_half (n := L) (a := 1) (by omega)
    simpa using h
  have hstep : ∀ t : ZMod L, step (fun t : ZMod L => t) t = 1 := by
    intro t
    simp only [step, add_sub_cancel_left, hone]
  have hrest : ∀ t : ZMod L, step (fun _ : ZMod L => (0 : ZMod L)) t = 0 := by
    intro t
    simp [step]
  refine ⟨fun t => by rw [hstep t]; norm_num, fun t => by rw [hrest t]; norm_num, ?_⟩
  intro h
  -- equal winding numbers would force the step sums `L` and `0` to agree
  have hw := winding_eq_of_reachable hL h
  have h1 := mul_winding (fun t : ZMod L => t)
  have h2 := mul_winding (fun _ : ZMod L => (0 : ZMod L))
  rw [← hw, h2] at h1
  simp only [hstep, hrest, Finset.sum_const, Finset.card_univ, ZMod.card,
    nsmul_eq_mul, mul_one, mul_zero] at h1
  have hL' : (5 : ℤ) ≤ L := by exact_mod_cast hL
  linarith
```

## The four-site move evaluated

The last theorem is the four-site example. The expression `Function.update (fun t : ZMod 4 => t) 1 3` denotes the path 0, 1, 2, 3 with the site at slice 1 replaced by 3. The theorem states that this replacement is a single-slice move, so both paths are allowed, and that the winding numbers before and after are 1 and 0. Agreement away from slice 1 comes from the definition of the update, and `decide` settles the remaining finite statements by evaluating them.

```lean
/-- On a ring of four sites with four time slices, moving slice 1 of the world line
0, 1, 2, 3 from site 1 to site 3 is a single-slice move that changes the winding number
from 1 to 0. -/
theorem four_site_winding_change :
    SliceMove (fun t : ZMod 4 => t) (Function.update (fun t : ZMod 4 => t) 1 3) ∧
      winding (fun t : ZMod 4 => t) = 1 ∧
      winding (Function.update (fun t : ZMod 4 => t) 1 3) = 0 := by
  refine ⟨⟨?_, ?_, 1, fun t ht => Function.update_of_ne ht _ _⟩, ?_, ?_⟩
  · unfold Allowed
    decide
  · unfold Allowed
    decide
  · decide
  · decide

end WorldLineErgodicity
```

```lean
#print axioms WorldLineErgodicity.mul_abs_winding_le
#print axioms WorldLineErgodicity.winding_eq_of_sliceMove
#print axioms WorldLineErgodicity.sliceMove_not_ergodic
#print axioms WorldLineErgodicity.four_site_winding_change
```

```
'WorldLineErgodicity.mul_abs_winding_le' depends on axioms: [propext, Classical.choice, Quot.sound]
'WorldLineErgodicity.winding_eq_of_sliceMove' depends on axioms: [propext, Classical.choice, Quot.sound]
'WorldLineErgodicity.sliceMove_not_ergodic' depends on axioms: [propext, Classical.choice, Quot.sound]
'WorldLineErgodicity.four_site_winding_change' depends on axioms: [propext, Classical.choice, Quot.sound]
```
